# If $H$ has range $r$ and $\deg p\le d$, a core-halo block of radius $dr$ gives column $j$ of $p(H)$ without error

To get one column of a polynomial density matrix $p(H)$ in a large system, I cut out the sites around a core site $j$, evaluate $p$ on that small block and keep only column $j$. Suppose that $H$ has no elements between sites further apart than $r$, and that $p$ has degree at most $d$. I believe that a halo of radius $dr$ then introduces no error at all, although the block has lost its surroundings. Can this be proved properly, with a proof that Lean accepts?

## Yes: $d$ hops from $j$ stay inside the halo

Let $H'$ be $H$ with every entry set to zero unless both its indices lie within $dr$ of $j$, where $r\ge 0$. Take a vector $v$ that vanishes beyond distance $s$ from $j$. In
$$(Hv)_i=\sum_l H_{il}v_l$$
a nonzero term needs $\mathrm{dist}(l,j)\le s$ and $\mathrm{dist}(i,l)\le r$. The triangle inequality gives $\mathrm{dist}(i,j)\le s+r$, so $Hv$ vanishes beyond $s+r$. If also $s+r\le dr$, both $i$ and $l$ lie in the halo for each such term. There $H'_{il}=H_{il}$, hence $H'v=Hv$.

Start from the unit vector $e_j$, which vanishes beyond distance $0$. Suppose that $H'^k e_j=H^k e_j$, that this vector vanishes beyond $kr$, and that $k+1\le d$. Then
$$H'^{k+1}e_j=H'(H^k e_j)=H^{k+1}e_j,$$
and the result vanishes beyond $(k+1)r$. So the columns agree for all powers up to $d$, and summing with the coefficients of $p$ gives $p(H')e_j=p(H)e_j$.

The diagonal entry does better. For $1\le m\le 2d+1$, write $m=a+1+b$ with $a,b\le d$:
$$(H^m)_{jj}=\sum_{i,l}(H^a)_{ji}\,H_{il}\,(H^b)_{lj}.$$
The right factor is part of column $j$ of $H^b$. The left one is part of column $j$ of $(H^T)^a$, and $H^T$ also has range $r$. Both factors are therefore the same for $H'$ and vanish outside the halo; inside it, $H'_{il}=H_{il}$. For $m=0$ both entries are $1$. Hence $\mathrm{Tr}\,p(H)$ is a sum of local diagonal entries for degree up to $2d+1$, with a separate $H'$ for each $j$.

For the whole column, degree $d$ is the limit. On an open chain $0,\dots,d+1$ with unit hopping and $r=1$, the halo of site $0$ misses site $d+1$, so that row of $H'$ is zero and $(H'^{d+1})_{d+1,0}=0$. But $(H^{d+1})_{d+1,0}>0$, because all entries are nonnegative and the direct walk contributes.

## What the Lean statements say

The finite type `n` labels the basis functions. Its pseudometric allows distance zero between different labels, as for several orbitals on one atom. The hypothesis `hH` is the finite range of `H`, an idealisation of decaying matrix elements. `coreHalo H j (d * r)` is $H'$, kept at full size by zero padding; column $j$ of $p(H')$ is the column computed on the small block, extended by zeros. `aeval H p` is $p(H)$. `aeval_column` equates the entries `i j` for every `i`; `trace_aeval` is the trace formula.

`H` is real but need not be symmetric. For density-matrix purification with a finite-range real matrix in an orthonormal basis, the result says which halo suffices for a given total polynomial degree, provided that every block uses the same polynomial as the full matrix. If the purification steps are chosen from the trace or the spectral bounds of each block separately, the polynomials can differ and the result does not apply. It does not bound the error of replacing the exact density matrix by $p(H)$, nor that of thresholding small elements.

```lean
import Mathlib

open Matrix Polynomial

namespace CoreHalo

noncomputable section

variable {n : Type*} [Fintype n] [DecidableEq n] [PseudoMetricSpace n]

/-- The core-halo matrix of site `j`: entries of `H` are kept when both indices lie within
distance `R` of `j`, and all others are set to zero. -/
def coreHalo {n : Type*} [PseudoMetricSpace n] (H : Matrix n n ℝ) (j : n) (R : ℝ) :
    Matrix n n ℝ :=
  Matrix.of fun i k => if dist i j ≤ R ∧ dist k j ≤ R then H i k else 0

omit [DecidableEq n] in
/-- If `H` has range `r` and a vector vanishes beyond distance `s` from `j`, then `H` applied to
it vanishes beyond distance `s + r`. -/
theorem mulVec_spread {H : Matrix n n ℝ} {r s : ℝ} {j : n} {v : n → ℝ}
    (hH : ∀ i k, r < dist i k → H i k = 0) (hv : ∀ k, s < dist k j → v k = 0)
    (i : n) (hi : s + r < dist i j) : (H *ᵥ v) i = 0 := by
  simp only [Matrix.mulVec, dotProduct]
  refine Finset.sum_eq_zero fun l _ => ?_
  by_cases hl : s < dist l j
  · rw [hv l hl, mul_zero]
  · have hil : r < dist i l := by linarith [dist_triangle i l j]
    rw [hH i l hil, zero_mul]

omit [DecidableEq n] in
/-- Let `H` have range `r ≥ 0` and let a vector vanish beyond distance `s` from `j`. If
`s + r ≤ R`, the core-halo matrix of radius `R` acts on this vector exactly as `H` does. -/
theorem coreHalo_mulVec {H : Matrix n n ℝ} {r s R : ℝ} {j : n} {v : n → ℝ} (hr : 0 ≤ r)
    (hH : ∀ i k, r < dist i k → H i k = 0) (hv : ∀ k, s < dist k j → v k = 0)
    (hR : s + r ≤ R) : coreHalo H j R *ᵥ v = H *ᵥ v := by
  ext i
  simp only [Matrix.mulVec, dotProduct]
  refine Finset.sum_congr rfl fun l _ => ?_
  by_cases hl : s < dist l j
  · rw [hv l hl, mul_zero, mul_zero]
  · by_cases hil : r < dist i l
    · simp [coreHalo, hH i l hil]
    · -- both sites lie in the halo, so the entry is kept
      have h1 : dist i j ≤ R := by linarith [dist_triangle i l j]
      have h2 : dist l j ≤ R := by linarith
      simp only [coreHalo, Matrix.of_apply]
      rw [if_pos ⟨h1, h2⟩]

/-- For `H` of range `r ≥ 0` and `k ≤ d`, the `k`-th powers of `H` and of its core-halo matrix
of radius `d r` share column `j`, and this column vanishes beyond distance `k r` from `j`. -/
theorem pow_column {H : Matrix n n ℝ} {r : ℝ} (hr : 0 ≤ r)
    (hH : ∀ i k, r < dist i k → H i k = 0) (j : n) (d k : ℕ) (hk : k ≤ d) :
    (∀ i, (coreHalo H j (d * r) ^ k) i j = (H ^ k) i j) ∧
      ∀ i, k * r < dist i j → (H ^ k) i j = 0 := by
  induction k with
  | zero =>
    refine ⟨fun i => by simp, fun i hi => ?_⟩
    have hij : i ≠ j := by
      rintro rfl
      simp at hi
    rw [pow_zero, Matrix.one_apply_ne hij]
  | succ k ih =>
    obtain ⟨ih1, ih2⟩ := ih (by omega)
    have hkd : (k : ℝ) + 1 ≤ d := by exact_mod_cast hk
    have hR : k * r + r ≤ d * r := by nlinarith [mul_le_mul_of_nonneg_right hkd hr]
    -- a column of a product is a matrix acting on a column
    have hcol : ∀ A B : Matrix n n ℝ, ∀ i, (A * B) i j = (A *ᵥ fun l => B l j) i := by
      intro A B i
      simp only [Matrix.mul_apply, Matrix.mulVec, dotProduct]
    refine ⟨fun i => ?_, fun i hi => ?_⟩
    · rw [pow_succ' (coreHalo H j (d * r)), pow_succ' H, hcol, hcol, funext ih1,
        coreHalo_mulVec hr hH ih2 hR]
    · rw [pow_succ', hcol]
      refine mulVec_spread hH ih2 i ?_
      push_cast at hi
      linarith

/-- Core-halo exactness: if `H` has range `r ≥ 0` and `p` has degree at most `d`, then `p(H)` and
`p` of the core-halo matrix of radius `d r` around `j` have the same column `j`. -/
theorem aeval_column {H : Matrix n n ℝ} {r : ℝ} (hr : 0 ≤ r)
    (hH : ∀ i k, r < dist i k → H i k = 0) (j : n) (d : ℕ) (p : ℝ[X])
    (hp : p.natDegree ≤ d) (i : n) :
    (aeval (coreHalo H j (d * r)) p) i j = (aeval H p) i j := by
  simp only [aeval_eq_sum_range, Matrix.sum_apply, Matrix.smul_apply]
  refine Finset.sum_congr rfl fun k hk => ?_
  have hkd : k ≤ d := by
    have := Finset.mem_range.mp hk
    omega
  rw [(pow_column hr hH j d k hkd).1 i]

/-- For `H` of range `r ≥ 0`, the diagonal entry at `j` of the `m`-th power is reproduced by the
core-halo matrix of radius `d r` for all `m ≤ 2 d + 1`. -/
theorem pow_diag {H : Matrix n n ℝ} {r : ℝ} (hr : 0 ≤ r)
    (hH : ∀ i k, r < dist i k → H i k = 0) (j : n) (d m : ℕ) (hm : m ≤ 2 * d + 1) :
    (coreHalo H j (d * r) ^ m) j j = (H ^ m) j j := by
  rcases Nat.eq_zero_or_pos m with rfl | hpos
  · simp
  -- split the walk into two halves of length at most d, joined by one hop
  obtain ⟨a, b, ha, hb, rfl⟩ : ∃ a b, a ≤ d ∧ b ≤ d ∧ m = a + (b + 1) :=
    ⟨m - 1 - d, m - 1 - (m - 1 - d), by omega, by omega, by omega⟩
  have hT : coreHalo Hᵀ j (d * r) = (coreHalo H j (d * r))ᵀ := by
    ext i k
    simp [coreHalo, and_comm]
  have hHT : ∀ i k, r < dist i k → Hᵀ i k = 0 := fun i k h =>
    hH k i (by rwa [dist_comm])
  obtain ⟨row, rowZero⟩ := pow_column hr hHT j d a ha
  obtain ⟨col, colZero⟩ := pow_column hr hH j d b hb
  simp only [hT, ← Matrix.transpose_pow, Matrix.transpose_apply] at row rowZero
  have har : (a : ℝ) * r ≤ d * r :=
    mul_le_mul_of_nonneg_right (by exact_mod_cast ha) hr
  have hbr : (b : ℝ) * r ≤ d * r :=
    mul_le_mul_of_nonneg_right (by exact_mod_cast hb) hr
  have hsplit : ∀ A : Matrix n n ℝ, A ^ (a + (b + 1)) = A ^ a * (A * A ^ b) := fun A => by
    rw [pow_add A a (b + 1), pow_succ' A b]
  rw [hsplit (coreHalo H j (d * r)), hsplit H, Matrix.mul_apply, Matrix.mul_apply]
  refine Finset.sum_congr rfl fun i _ => ?_
  rw [row i]
  by_cases hi : dist i j ≤ d * r
  · congr 1
    rw [Matrix.mul_apply, Matrix.mul_apply]
    refine Finset.sum_congr rfl fun l _ => ?_
    rw [col l]
    by_cases hl : dist l j ≤ d * r
    · simp only [coreHalo, Matrix.of_apply]
      rw [if_pos ⟨hi, hl⟩]
    · rw [colZero l (by linarith [not_le.mp hl]), mul_zero, mul_zero]
  · rw [rowZero i (by linarith [not_le.mp hi]), zero_mul, zero_mul]

/-- For `H` of range `r ≥ 0` and `p` of degree at most `2 d + 1`, the trace of `p(H)` is the sum
over sites `j` of the `j`-th diagonal entry of `p` of the core-halo matrix of radius `d r`. -/
theorem trace_aeval {H : Matrix n n ℝ} {r : ℝ} (hr : 0 ≤ r)
    (hH : ∀ i k, r < dist i k → H i k = 0) (d : ℕ) (p : ℝ[X])
    (hp : p.natDegree ≤ 2 * d + 1) :
    Matrix.trace (aeval H p) = ∑ j, (aeval (coreHalo H j (d * r)) p) j j := by
  simp only [Matrix.trace, Matrix.diag_apply]
  refine Finset.sum_congr rfl fun j _ => ?_
  simp only [aeval_eq_sum_range, Matrix.sum_apply, Matrix.smul_apply]
  refine Finset.sum_congr rfl fun k hk => ?_
  have hkd : k ≤ 2 * d + 1 := by
    have := Finset.mem_range.mp hk
    omega
  rw [pow_diag hr hH j d k hkd]

/-- The sites `0, 1, ..., d + 1` of an open chain with unit spacing. -/
abbrev Site (d : ℕ) := {m : ℕ // m ∈ Finset.range (d + 2)}

/-- The nearest-neighbour hopping matrix of the open chain, with unit hopping amplitude. -/
def chain (d : ℕ) : Matrix (Site d) (Site d) ℝ :=
  Matrix.of fun i k => if i.1 = k.1 + 1 ∨ k.1 = i.1 + 1 then 1 else 0

/-- The hopping matrix of the chain has range `1`. -/
theorem chain_range (d : ℕ) (i k : Site d) (h : 1 < dist i k) : chain d i k = 0 := by
  simp only [chain, Matrix.of_apply]
  refine if_neg fun hik => ?_
  rw [Subtype.dist_eq, Nat.dist_eq] at h
  rcases hik with e | e <;> rw [e] at h <;> push_cast at h <;> norm_num at h

/-- On the chain, the power `d + 1` of the hopping matrix has a positive entry in the row of site
`d + 1` and the column of site `0`, while the same power of the core-halo matrix of radius `d`
around site `0` has a zero there. -/
theorem column_sharp (d : ℕ) (a b : Site d) (ha : a.1 = 0) (hb : b.1 = d + 1) :
    (coreHalo (chain d) a (d * 1) ^ (d + 1)) b a = 0 ∧ 0 < (chain d ^ (d + 1)) b a := by
  constructor
  · -- the far end lies outside the halo, so its row is zero
    have hfar : ¬ dist b a ≤ (d : ℝ) * 1 := by
      rw [Subtype.dist_eq, Nat.dist_eq, ha, hb]
      push_cast
      rw [sub_zero, abs_of_nonneg (by positivity)]
      linarith
    rw [pow_succ', Matrix.mul_apply]
    refine Finset.sum_eq_zero fun l _ => ?_
    simp only [coreHalo, Matrix.of_apply]
    rw [if_neg (fun h => hfar h.1), zero_mul]
  · have h0 : ∀ i k, 0 ≤ chain d i k := by
      intro i k
      simp only [chain, Matrix.of_apply]
      split_ifs <;> norm_num
    have hnn : ∀ k i, 0 ≤ (chain d ^ k) i a := by
      intro k
      induction k with
      | zero =>
        intro i
        rw [pow_zero, Matrix.one_apply]
        split_ifs <;> norm_num
      | succ k ih =>
        intro i
        rw [pow_succ', Matrix.mul_apply]
        exact Finset.sum_nonneg fun l _ => mul_nonneg (h0 i l) (ih l)
    -- the direct walk 0, 1, ..., k contributes a positive term
    have hpos : ∀ k, ∀ i : Site d, i.1 = k → 0 < (chain d ^ k) i a := by
      intro k
      induction k with
      | zero =>
        intro i hi
        have hia : i = a := Subtype.ext (hi.trans ha.symm)
        rw [hia, pow_zero, Matrix.one_apply_eq]
        norm_num
      | succ k ih =>
        intro i hi
        have hik := Finset.mem_range.mp i.2
        let l : Site d := ⟨k, Finset.mem_range.mpr (by omega)⟩
        have hil : chain d i l = 1 := by
          simp only [chain, Matrix.of_apply]
          exact if_pos (Or.inl hi)
        rw [pow_succ', Matrix.mul_apply]
        refine Finset.sum_pos' (fun q _ => mul_nonneg (h0 i q) (hnn k q))
          ⟨l, Finset.mem_univ l, ?_⟩
        rw [hil, one_mul]
        exact ih l rfl
    exact hpos (d + 1) b hb

end

end CoreHalo
```

```lean
#print axioms CoreHalo.aeval_column
#print axioms CoreHalo.trace_aeval
#print axioms CoreHalo.chain_range
#print axioms CoreHalo.column_sharp
```

```
'CoreHalo.aeval_column' depends on axioms: [propext, Classical.choice, Quot.sound]
'CoreHalo.trace_aeval' depends on axioms: [propext, Classical.choice, Quot.sound]
'CoreHalo.chain_range' depends on axioms: [propext, Classical.choice, Quot.sound]
'CoreHalo.column_sharp' depends on axioms: [propext, Classical.choice, Quot.sound]
```

## From single hops to polynomials in the proof

`mulVec_spread` and `coreHalo_mulVec` are the two statements about $Hv$; each splits the sum by whether `l` is within `s` of `j`, and `linarith` applies the triangle inequality. `pow_column` runs the induction, carrying equality and support together, and `aeval_column` expands $p$ into powers.

`pow_diag` chooses `a` and `b`, applies `pow_column` to `Hᵀ` and to `H`, and compares the double sums term by term. `trace_aeval` then sums over powers and sites.

For the chain, `chain_range` verifies range $1$. `column_sharp` gets the zero from the missing row, and the positive entry by induction along the walk, where `Finset.sum_pos'` needs one positive term among nonnegative ones.
